# The second derivative of Fock's logarithmic term along one coordinate of an electron

Fock's logarithmic term for two electrons at `x` and `y`, with the nucleus at the origin, is (x·y) log R², where R² = |x|² + |y|². The theorem `fockLog_second_deriv` states that its second derivative with respect to the coordinate xᵢ of the first electron is 4xᵢyᵢ/R² + (x·y)(2/R² − 4xᵢ²/R⁴). The positions are real vectors with finitely many coordinates, and R² must not be zero, so the electrons are not both at the nucleus. The proof shifts xᵢ by `t`, writes the term as an explicit function of `t`, and applies the one-variable result `line_second_deriv` at `t = 0`.

The first attempt, which Lean rejects:

```lean
import Mathlib

open Matrix Filter Topology

namespace FockLogarithmicTerm

noncomputable section

variable {ι : Type*} [Fintype ι]

/-- The squared hyperradius `|x|² + |y|²` of two electrons at `x` and `y`, with the nucleus at the
origin. -/
def hyperSq (x y : ι → ℝ) : ℝ := x ⬝ᵥ x + y ⬝ᵥ y

/-- Fock's logarithmic term `(x·y) log(|x|² + |y|²)`. -/
def fockLog (x y : ι → ℝ) : ℝ := (x ⬝ᵥ y) * Real.log (hyperSq x y)

/-- The second derivative at `t = 0` of `(p + t b) log(s + 2 t a + t²)`, the form that Fock's term
takes along a coordinate axis. -/
theorem line_second_deriv (p b a : ℝ) {s : ℝ} (hs : s ≠ 0) :
    HasDerivAt (deriv fun t : ℝ => (p + t * b) * Real.log (s + 2 * t * a + t ^ 2))
      (4 * a * b / s + p * (2 / s - 4 * a ^ 2 / s ^ 2)) 0 := by
  have h1 : ∀ t : ℝ, HasDerivAt (fun u : ℝ => p + u * b) b t := fun t =>
    (((hasDerivAt_id' t).mul_const b).const_add p).congr_deriv (by ring)
  have h2 : ∀ t : ℝ, HasDerivAt (fun u : ℝ => s + 2 * u * a + u ^ 2) (2 * a + 2 * t) t :=
    fun t => (((((hasDerivAt_id' t).const_mul 2).mul_const a).const_add s).fun_add
      (hasDerivAt_pow 2 t)).congr_deriv (by norm_num)
  have h3 : HasDerivAt (fun u : ℝ => 2 * a + 2 * u) 2 0 :=
    (((hasDerivAt_id' (0 : ℝ)).const_mul 2).const_add (2 * a)).congr_deriv (by norm_num)
  have e : s + 2 * 0 * a + 0 ^ 2 = s := by ring
  have hne : s + 2 * 0 * a + 0 ^ 2 ≠ 0 := by rw [e]; exact hs
  -- the first derivative, valid in a neighbourhood of `t = 0`
  have hev : ∀ᶠ t : ℝ in 𝓝 0, s + 2 * t * a + t ^ 2 ≠ 0 :=
    (h2 0).continuousAt.eventually_ne hne
  have hd : (deriv fun t : ℝ => (p + t * b) * Real.log (s + 2 * t * a + t ^ 2)) =ᶠ[𝓝 0]
      fun t => b * Real.log (s + 2 * t * a + t ^ 2) +
        (p + t * b) * ((2 * a + 2 * t) / (s + 2 * t * a + t ^ 2)) :=
    hev.mono fun t ht => ((h1 t).fun_mul ((h2 t).log ht)).deriv
  -- differentiate once more
  refine (((((h2 0).log hne).const_mul b).fun_add
    ((h1 0).fun_mul (h3.fun_div (h2 0) hne))).congr_of_eventuallyEq hd).congr_deriv ?_
  simp only [mul_zero, zero_mul, add_zero, ne_eq, OfNat.ofNat_ne_zero, not_false_eq_true,
    zero_pow]
  field_simp
  ring

/-- The second derivative of Fock's term with respect to one coordinate of the first electron. -/
theorem fockLog_second_deriv [DecidableEq ι] (x y : ι → ℝ) (hs : hyperSq x y ≠ 0) (i : ι) :
    HasDerivAt (deriv fun t : ℝ => fockLog (x + Pi.single i t) y)
      (4 * x i * y i / hyperSq x y +
        (x ⬝ᵥ y) * (2 / hyperSq x y - 4 * x i ^ 2 / hyperSq x y ^ 2)) 0 := by
  have shift : ∀ (v w : ι → ℝ) (t : ℝ), (v + Pi.single i t) ⬝ᵥ w = v ⬝ᵥ w + t * w i := by
    intro v w t
    simp [dotProduct, add_mul, Finset.sum_add_distrib, Pi.single_apply]
  have line : (fun t : ℝ => fockLog (x + Pi.single i t) y) = fun t =>
      (x ⬝ᵥ y + t * y i) * Real.log (hyperSq x y + 2 * t * x i + t ^ 2) := by
    funext t
    have hr : hyperSq (x + Pi.single i t) y = hyperSq x y + 2 * t * x i + t ^ 2 := by
      unfold hyperSq
      rw [shift, dotProduct_comm x (x + Pi.single i t), shift, Pi.add_apply,
        Pi.single_eq_same]
      ring
    rw [fockLog, hr, shift]
  rw [line]
  exact line_second_deriv _ _ _ hs

end

end FockLogarithmicTerm
```

Messages:

```
Main.lean:60:17: error: Tactic `rewrite` failed: Did not find an occurrence of the pattern
  x ⬝ᵥ (x + Pi.single i ?m.313)
in the target expression
  x ⬝ᵥ (x + Pi.single i t) + t * (x + Pi.single i t) i + y ⬝ᵥ y = x ⬝ᵥ x + y ⬝ᵥ y + 2 * t * x i + t ^ 2

ι : Type u_1
inst✝¹ : Fintype ι
inst✝ : DecidableEq ι
x y : ι → ℝ
hs : hyperSq x y ≠ 0
i : ι
shift : ∀ (v w : ι → ℝ) (t : ℝ), (v + Pi.single i t) ⬝ᵥ w = v ⬝ᵥ w + t * w i
t : ℝ
⊢ x ⬝ᵥ (x + Pi.single i t) + t * (x + Pi.single i t) i + y ⬝ᵥ y = x ⬝ᵥ x + y ⬝ᵥ y + 2 * t * x i + t ^ 2
```

The one error is in the proof of `hr`, which expands R² after the shift. The first `rw [shift]` works and leaves `x ⬝ᵥ (x + Pi.single i t)`, which `dotProduct_comm` should turn round so that `shift` applies again. But the pattern Lean reports has `?m.313` where `t` was written. `Pi.single` also serves families whose type varies with the index, so the type of its value has to be inferred, and inside the sum given to `rw` this was not settled in time. The argument `t` was still a postponed placeholder, which the search could not fill in by matching, so the pattern was not found.

The repair states the needed equation separately as `hc`, with `Pi.single i t` marked as having type `ι → ℝ`. The statement is fully elaborated before it is used, so it contains `t` itself. Its proof calls `dotProduct_comm` without arguments, letting Lean read them from the goal, and finishes with `shift x x t`. Rewriting with `hc` then replaces both the failed step and the second `shift`.

Fix (accepted with no message):

```diff
@@ -57,7 +57,9 @@
     funext t
     have hr : hyperSq (x + Pi.single i t) y = hyperSq x y + 2 * t * x i + t ^ 2 := by
+      have hc : x ⬝ᵥ (x + (Pi.single i t : ι → ℝ)) = x ⬝ᵥ x + t * x i := by
+        rw [dotProduct_comm]
+        exact shift x x t
       unfold hyperSq
-      rw [shift, dotProduct_comm x (x + Pi.single i t), shift, Pi.add_apply,
-        Pi.single_eq_same]
+      rw [shift, hc, Pi.add_apply, Pi.single_eq_same]
       ring
     rw [fockLog, hr, shift]
```
